# Adding $xv^{\mathsf T}$ to a matrix with eigenvector $x$ changes at most one eigenvalue, counted with multiplicity

Q: An iterative eigensolver has given me one eigenvector $x$ of a Hamiltonian matrix in a finite basis. I want its level moved out of the way before I look for the next one, so I add $\sigma xx^\dagger$. For a Hermitian matrix I see why the other levels stay put: their eigenvectors are orthogonal to $x$. But my matrix comes from a similarity transformation and is not Hermitian, so its eigenvectors overlap. Why should the rest of the spectrum stay where it is?

A: Orthogonality of the right eigenvectors isn't needed. Let $A$ be a complex $n\times n$ matrix with $Ax=\lambda x$, let $v$ be any vector, and put $B=A+xv^{\mathsf T}$. For a number $t\ne\lambda$ we have $(t-A)x=(t-\lambda)x$, so $t-A$ sends $w=x/(t-\lambda)$ to $x$. Therefore

$$t-B=(t-A)-xv^{\mathsf T}=(t-A)\,(1-wv^{\mathsf T}).$$

The last factor has determinant $1-v^{\mathsf T}w$. To see this, take the block matrix $\begin{pmatrix}1&w\\v^{\mathsf T}&1\end{pmatrix}$: eliminating the lower-left block gives determinant $1-v^{\mathsf T}w$, and eliminating the upper-right block gives $\det(1-wv^{\mathsf T})$. So

$$\det(t-B)=\det(t-A)\left(1-\frac{v^{\mathsf T}x}{t-\lambda}\right).$$

Write $\chi_A(t)=\det(t-A)$ and multiply by $t-\lambda$:

$$(t-\lambda)\,\chi_B(t)=(t-\lambda-v^{\mathsf T}x)\,\chi_A(t).$$

Both sides are polynomials that agree at every $t\neq\lambda$, hence they are equal. Now list the roots with multiplicity. The roots of $\chi_B$ together with $\lambda$ are the roots of $\chi_A$ together with $\lambda+v^{\mathsf T}x$. If $x\ne0$, then $\lambda$ is a root of $\chi_A$, and one copy cancels. One $\lambda$ has become $\lambda+v^{\mathsf T}x$, and no other entry of the eigenvalue list has changed.

Q: I wrote a dagger and you write a transpose. Which one does the formal version use?

A: The transpose. `vecMulVec x v` has entries $x_iv_j$, and `v ⬝ᵥ x` is $\sum_i v_ix_i$, both without conjugation. Your case is $v=\sigma\bar x$. The type `n` holds the basis labels, and `A` is an arbitrary complex matrix, with no Hermiticity assumed.

```lean
import Mathlib

open Matrix Polynomial

namespace EigenvalueShifting

noncomputable section

variable {n : Type*}

/-- The matrix `A + x vᵀ`, a rank-one update of `A` (no complex conjugation of `v`). -/
def shift (A : Matrix n n ℂ) (x v : n → ℂ) : Matrix n n ℂ :=
  A + vecMulVec x v
```

From here on the basis is finite. The first lemma is the action on a column vector, $Bu=Au+(v^{\mathsf T}u)\,x$, checked component by component.

```lean
variable [Fintype n]

/-- The updated matrix acts on a column vector `u` as `A u + (vᵀu) x`. -/
theorem shift_mulVec (A : Matrix n n ℂ) (x v u : n → ℂ) :
    shift A x v *ᵥ u = A *ᵥ u + (v ⬝ᵥ u) • x := by
  rw [shift, Matrix.add_mulVec]
  congr 1
  ext i
  simp only [mulVec, dotProduct, vecMulVec_apply, Pi.smul_apply, smul_eq_mul, Finset.sum_mul]
  exact Finset.sum_congr rfl fun j _ => by ring
```

Q: If the eigenvectors overlap, something besides the one eigenvalue must change.

A: The right eigenvectors do, in general; the left ones belonging to other eigenvalues do not. Suppose $y^{\mathsf T}A=\mu y^{\mathsf T}$ with $\mu\neq\lambda$. Evaluating $y^{\mathsf T}Ax$ in two ways gives $(\mu-\lambda)\,y^{\mathsf T}x=0$, so $y^{\mathsf T}x=0$. Then $y^{\mathsf T}B=\mu y^{\mathsf T}+(y^{\mathsf T}x)v^{\mathsf T}=\mu y^{\mathsf T}$. The Lean proof takes the same two steps, as `h0` and `h1`.

```lean
/-- A left eigenvector `y` of `A` whose eigenvalue differs from that of `x` is orthogonal to `x`
(in the sense `yᵀx = 0`) and is a left eigenvector of `A + x vᵀ` with the same eigenvalue. -/
theorem left_eigenvector_unchanged {A : Matrix n n ℂ} {x y : n → ℂ} {lam μ : ℂ}
    (hx : A *ᵥ x = lam • x) (hy : y ᵥ* A = μ • y) (hne : μ ≠ lam) (v : n → ℂ) :
    y ⬝ᵥ x = 0 ∧ y ᵥ* shift A x v = μ • y := by
  -- evaluate `yᵀ A x` in two ways
  have h0 : y ⬝ᵥ x = 0 := by
    have h := Matrix.dotProduct_mulVec y A x
    rw [hx, hy, dotProduct_smul, smul_dotProduct, smul_eq_mul, smul_eq_mul] at h
    have h' : (μ - lam) * (y ⬝ᵥ x) = 0 := by linear_combination -h
    exact (mul_eq_zero.mp h').resolve_left (sub_ne_zero.mpr hne)
  refine ⟨h0, ?_⟩
  have h1 : y ᵥ* vecMulVec x v = (y ⬝ᵥ x) • v := by
    ext j
    simp only [vecMul, dotProduct, vecMulVec_apply, Pi.smul_apply, smul_eq_mul, Finset.sum_mul]
    exact Finset.sum_congr rfl fun i _ => by ring
  rw [shift, Matrix.vecMul_add, h1, h0, hy, zero_smul, add_zero]
```

For a right eigenvector, $Au=\mu u$ with $u\neq0$ and again $\mu\neq\lambda$, try $u+cx$:

$$B(u+cx)=\mu u+\bigl(c\lambda+v^{\mathsf T}u+c\,v^{\mathsf T}x\bigr)x.$$

This equals $\mu(u+cx)$ if $c\,(\mu-\lambda-v^{\mathsf T}x)=v^{\mathsf T}u$, which fixes $c$ when $\mu\ne\lambda+v^{\mathsf T}x$. The new vector is not zero: otherwise $u=-cx$ would have eigenvalue $\lambda$ as well as $\mu$, forcing $u=0$. In the proof, `generalize` replaces the fraction by a letter `c` and keeps only its defining equation `hc`; `module` then collects the vector terms.

```lean
/-- Let `A x = λ x`. A right eigenvector `u` of `A` with eigenvalue `μ`, different from both `λ` and
`λ + vᵀx`, becomes an eigenvector of `A + x vᵀ` with the same `μ` after an explicit multiple of `x`
is added to it. -/
theorem right_eigenvector_corrected {A : Matrix n n ℂ} {x u v : n → ℂ} {lam μ : ℂ}
    (hx : A *ᵥ x = lam • x) (hu : A *ᵥ u = μ • u) (hu0 : u ≠ 0)
    (hne : μ ≠ lam) (hne' : μ ≠ lam + v ⬝ᵥ x) :
    u + ((v ⬝ᵥ u) / (μ - lam - v ⬝ᵥ x)) • x ≠ 0 ∧
      shift A x v *ᵥ (u + ((v ⬝ᵥ u) / (μ - lam - v ⬝ᵥ x)) • x) =
        μ • (u + ((v ⬝ᵥ u) / (μ - lam - v ⬝ᵥ x)) • x) := by
  have hd : μ - lam - v ⬝ᵥ x ≠ 0 := fun h => hne' (by linear_combination h)
  have hc := div_mul_cancel₀ (v ⬝ᵥ u) hd
  generalize (v ⬝ᵥ u) / (μ - lam - v ⬝ᵥ x) = c at hc ⊢
  constructor
  · -- otherwise `u` would be parallel to `x` and would share its eigenvalue
    intro h
    have h1 : u = -(c • x) := eq_neg_of_add_eq_zero_left h
    have h2 : A *ᵥ u = lam • u := by
      rw [h1, Matrix.mulVec_neg, Matrix.mulVec_smul, hx]
      module
    have h3 : (μ - lam) • u = 0 := by rw [sub_smul, ← hu, ← h2, sub_self]
    exact (smul_eq_zero.mp h3).elim (sub_ne_zero.mpr hne) hu0
  · rw [shift_mulVec, Matrix.mulVec_add, Matrix.mulVec_smul, hu, hx, dotProduct_add,
      dotProduct_smul, smul_eq_mul, ← hc]
    module
```

Q: And if the moved level lands exactly on $\mu$?

A: Then this theorem is silent, with good reason. Take $A=\mathrm{diag}(0,1)$, $x=(1,0)$ and $v=(1,1)$. The result is $\begin{pmatrix}1&1\\0&1\end{pmatrix}$, which has the eigenvalue 1 twice but only one independent eigenvector. The eigenvalue list is still as predicted.

Q: So what exactly is "the eigenvalue list"?

A: It is `levels A`, the multiset of roots of the characteristic polynomial: order is ignored and repetitions are kept. The repetitions are algebraic multiplicities, so a degenerate level appears as often as it should, even for a matrix that can't be diagonalised.

```lean
variable [DecidableEq n]

/-- The eigenvalues of `A`, listed with their algebraic multiplicities. -/
def levels (A : Matrix n n ℂ) : Multiset ℂ := A.charpoly.roots
```

The next lemma identifies the value of that polynomial at $t$ with the secular determinant.

```lean
/-- The characteristic polynomial at `t` is the secular determinant `det (t - A)`. -/
theorem eval_charpoly_eq (A : Matrix n n ℂ) (t : ℂ) :
    A.charpoly.eval t = (t • (1 : Matrix n n ℂ) - A).det := by
  rw [Matrix.eval_charpoly, Matrix.scalar_apply, Matrix.smul_one_eq_diagonal]
```

Then comes the determinant ratio for $t\ne\lambda$. In the proof, `h1` says that $t-A$ maps $w$ to $x$, `h2` and `h3` factor the matrix, and `h4` evaluates the rank-one determinant. For `h4`, Lean writes $wv^{\mathsf T}$ as a column times a row and swaps them with `Matrix.det_one_sub_mul_comm`, which leaves a $1\times1$ determinant.

```lean
/-- If `A x = λ x` and `t ≠ λ`, adding `x vᵀ` to `A` multiplies the secular determinant by `1 - vᵀx
/ (t - λ)`. -/
theorem secular_determinant_shift {A : Matrix n n ℂ} {x : n → ℂ} {lam t : ℂ}
    (hx : A *ᵥ x = lam • x) (ht : t ≠ lam) (v : n → ℂ) :
    (t • (1 : Matrix n n ℂ) - shift A x v).det =
      (t • (1 : Matrix n n ℂ) - A).det * (1 - (v ⬝ᵥ x) / (t - lam)) := by
  have hd : t - lam ≠ 0 := sub_ne_zero.mpr ht
  -- `t - A` maps `x / (t - λ)` to `x`
  have h1 : (t • (1 : Matrix n n ℂ) - A) *ᵥ ((t - lam)⁻¹ • x) = x := by
    rw [Matrix.mulVec_smul, Matrix.sub_mulVec, Matrix.smul_mulVec, Matrix.one_mulVec, hx,
      ← sub_smul, smul_smul, inv_mul_cancel₀ hd, one_smul]
  have h2 : (t • (1 : Matrix n n ℂ) - A) * vecMulVec ((t - lam)⁻¹ • x) v = vecMulVec x v := by
    conv_rhs => rw [← h1]
    ext i j
    simp only [Matrix.mul_apply, vecMulVec_apply, mulVec, dotProduct, Finset.sum_mul, mul_assoc]
  -- hence the rank-one update factors out on the right
  have h3 : t • (1 : Matrix n n ℂ) - shift A x v =
      (t • (1 : Matrix n n ℂ) - A) * (1 - vecMulVec ((t - lam)⁻¹ • x) v) := by
    rw [mul_sub, mul_one, h2, shift]
    abel
  have h4 : (1 - vecMulVec ((t - lam)⁻¹ • x) v).det = 1 - v ⬝ᵥ ((t - lam)⁻¹ • x) := by
    rw [Matrix.vecMulVec_eq Unit, Matrix.det_one_sub_mul_comm, Matrix.det_unique]
    simp [Matrix.mul_apply, dotProduct]
    rw [Finset.mul_sum]
    exact Finset.sum_congr rfl fun j _ => by ring
  rw [h3, Matrix.det_mul, h4, dotProduct_smul, smul_eq_mul, div_eq_inv_mul]
```

Q: That formula breaks down at $t=\lambda$, the very point I care about. You repaired it by saying that two polynomials agree at all other points. How does Lean accept that?

A: Through `Polynomial.funext`. A polynomial in Mathlib is its list of coefficients, not a function, so equal values do not automatically mean equal polynomials. Over the field with two elements, for instance, $X^2+X$ vanishes everywhere without being the zero polynomial. `Polynomial.funext` supplies the missing step over an infinite domain such as $\mathbb C$, but it asks for equal values at every point, $\lambda$ included.

The proof therefore first multiplies both sides by one more factor $X-\lambda$. At $t=\lambda$ both sides are now zero, and at any other $t$ the determinant ratio applies. The extra factor is removed by `mul_left_cancel₀`, which is legitimate because $X-\lambda$ is not the zero polynomial. In the code this cancellation is stated first, since the proof works backwards from its goal.

```lean
/-- If `A x = λ x`, then `(X - λ)` times the characteristic polynomial of `A + x vᵀ` equals
`(X - λ - vᵀx)` times that of `A`. -/
theorem charpoly_shift {A : Matrix n n ℂ} {x : n → ℂ} {lam : ℂ}
    (hx : A *ᵥ x = lam • x) (v : n → ℂ) :
    (X - C lam) * (shift A x v).charpoly = (X - C (lam + v ⬝ᵥ x)) * A.charpoly := by
  -- an extra factor `X - λ` makes the comparison trivial at `t = λ`
  apply mul_left_cancel₀ (Polynomial.X_sub_C_ne_zero lam)
  apply Polynomial.funext
  intro t
  simp only [Polynomial.eval_mul, Polynomial.eval_sub, Polynomial.eval_X, Polynomial.eval_C]
  by_cases ht : t = lam
  · rw [ht, sub_self, zero_mul, zero_mul]
  · have hd : t - lam ≠ 0 := sub_ne_zero.mpr ht
    rw [eval_charpoly_eq, eval_charpoly_eq, secular_determinant_shift hx ht v]
    have h := div_mul_cancel₀ (v ⬝ᵥ x) hd
    linear_combination (-(t - lam) * (t • (1 : Matrix n n ℂ) - A).det) * h
```

Read in words: if $Ax=\lambda x$, then for every $v$ the two products are equal as polynomials. In the code, `C` turns a number into a constant polynomial.

Q: I see no condition $x\neq0$ there. Is that an oversight?

A: No. For $x=0$ we have $B=A$ and $v^{\mathsf T}x=0$, so the identity is trivially true for any $\lambda$. The condition enters with the list. There, `erase` removes one copy of $\lambda$ and `::ₘ` inserts the new value. If $x$ were zero, $\lambda$ might not be in the list at all; nothing would be removed, and the list would come out one entry too long.

The proof begins with `hmem`: $\lambda-A$ annihilates the nonzero vector $x$, so its determinant vanishes and $\lambda$ is a root. It then takes the roots of both sides of the polynomial identity and cancels one $\lambda$.

```lean
/-- If `x` is an eigenvector of `A` with eigenvalue `λ`, the eigenvalues of `A + x vᵀ` are those
of `A` with one copy of `λ` replaced by `λ + vᵀx`. -/
theorem levels_shift {A : Matrix n n ℂ} {x : n → ℂ} {lam : ℂ}
    (hx : A *ᵥ x = lam • x) (hx0 : x ≠ 0) (v : n → ℂ) :
    levels (shift A x v) = (lam + v ⬝ᵥ x) ::ₘ (levels A).erase lam := by
  -- `λ` occurs in the list because `λ - A` annihilates `x`
  have hmem : lam ∈ levels A := by
    rw [levels, Polynomial.mem_roots A.charpoly_monic.ne_zero, Polynomial.IsRoot.def,
      eval_charpoly_eq]
    apply Matrix.exists_mulVec_eq_zero_iff.mp
    refine ⟨x, hx0, ?_⟩
    rw [Matrix.sub_mulVec, Matrix.smul_mulVec, Matrix.one_mulVec, hx, sub_self]
  -- compare the roots on both sides of the polynomial identity
  have h := congrArg Polynomial.roots (charpoly_shift hx v)
  rw [Polynomial.roots_mul (mul_ne_zero (Polynomial.X_sub_C_ne_zero _)
      (shift A x v).charpoly_monic.ne_zero),
    Polynomial.roots_mul (mul_ne_zero (Polynomial.X_sub_C_ne_zero _) A.charpoly_monic.ne_zero),
    Polynomial.roots_X_sub_C, Polynomial.roots_X_sub_C, Multiset.singleton_add,
    Multiset.singleton_add] at h
  change lam ::ₘ levels (shift A x v) = (lam + v ⬝ᵥ x) ::ₘ levels A at h
  rw [← Multiset.cons_erase hmem, Multiset.cons_swap] at h
  exact (Multiset.cons_inj_right lam).mp h
```

Q: Now give me back my $\sigma xx^\dagger$.

A: Set $v=\sigma\bar x$. Then $v^{\mathsf T}x=\sigma x^\dagger x=\sigma$ if $x$ is normalised, which is the hypothesis `star x ⬝ᵥ x = 1`. It also rules out $x=0$. Without normalisation the level would move by $\sigma x^\dagger x$. The letter `H` suggests a Hermitian matrix, but none is required, so your similarity-transformed Hamiltonian is included; $\varepsilon$ and $\sigma$ may be complex.

```lean
/-- Adding `σ x x†` to `H`, with `x` a normalised eigenvector of eigenvalue `ε`, replaces one
copy of `ε` by `ε + σ` and keeps all other eigenvalues. -/
theorem levels_level_shift {H : Matrix n n ℂ} {x : n → ℂ} {ε : ℂ}
    (hx : H *ᵥ x = ε • x) (hnorm : star x ⬝ᵥ x = 1) (σ : ℂ) :
    levels (H + σ • vecMulVec x (star x)) = (ε + σ) ::ₘ (levels H).erase ε := by
  have hx0 : x ≠ 0 := by
    rintro rfl
    simp at hnorm
  have h1 : H + σ • vecMulVec x (star x) = shift H x (σ • star x) := by
    ext i j
    simp only [shift, Matrix.add_apply, Matrix.smul_apply, vecMulVec_apply, Pi.smul_apply,
      smul_eq_mul]
    ring
  rw [h1, levels_shift hx hx0, smul_dotProduct, hnorm, smul_eq_mul, mul_one]

end

end EigenvalueShifting
```

```lean
#print axioms EigenvalueShifting.left_eigenvector_unchanged
#print axioms EigenvalueShifting.right_eigenvector_corrected
#print axioms EigenvalueShifting.levels_level_shift
```

```
'EigenvalueShifting.left_eigenvector_unchanged' depends on axioms: [propext, Classical.choice, Quot.sound]
'EigenvalueShifting.right_eigenvector_corrected' depends on axioms: [propext, Classical.choice, Quot.sound]
'EigenvalueShifting.levels_level_shift' depends on axioms: [propext, Classical.choice, Quot.sound]
```

Q: What should I not read into this when I run a real calculation?

A: It describes deflation, or the shift of a single level, for one fixed finite matrix and an exact eigenvector. Your solver returns $x$ only to some tolerance, and the theorems give no bound on the resulting error in the other levels. In a self-consistent calculation the matrix also changes with the orbitals, and convergence of that cycle is a separate question. Finally, the eigenvalue problem here is the ordinary one. With a non-orthogonal basis and overlap matrix $S$, the problem $Hc=ESc$ must first be brought to that form, for example by orthonormalising the basis or by taking $S^{-1}H$ as the matrix.
